# For a constant matrix connection, the deviation of a shrinking loop's holonomy from the identity, per unit area, tends to the commutator

The connection is taken to be constant over the loop: two complex $n\times n$ matrices $X$ and $Y$ serve as its components along two directions. Transport along a straight link is then an ordinary matrix exponential, and the holonomy of a rectangle with sides $s$ and $t$ is

$$W(s,t)=e^{sX}e^{tY}e^{-sX}e^{-tY}.$$

A position-dependent connection with path-ordered exponentials would be another model. Its small-loop limit would contain the derivative terms of the curvature as well as the commutator.

## The commutator from a shrinking rectangle

The claim is that $(W(s,t)-1)/(st)\to C$, where $C=XY-YX$, as $s$ and $t$ tend to zero independently through nonzero real values. Setting $s=t$ gives the square loop.

Write $E=e^{sX}$ and $F=e^{tY}$. Since $FE\,E^{-1}F^{-1}=1$,

$$W-1=(EF-FE)E^{-1}F^{-1}=[E-1,\,F-1]\,E^{-1}F^{-1}.$$

The second equality holds because the identity commutes with everything. Dividing by $st$ gives

$$\frac{W-1}{st}=\left[\frac{E-1}{s},\,\frac{F-1}{t}\right]E^{-1}F^{-1}.$$

The two quotients tend to $X$ and $Y$, the derivatives of the exponentials at zero, and the return links tend to $1$. The limit is therefore $C$.

If $W(t,t)=1$ for all sufficiently small nonzero $t$, the quotient vanishes there, so $C=0$. Conversely, if $X$ and $Y$ commute, then $EF=FE$ and $W=1$.

Now let $X$ and $Y$ be anti-Hermitian, as they are when transport preserves inner products between states. Then $E^\dagger=E^{-1}$ and $F^\dagger=F^{-1}$, so $W$ is unitary and

$$(W-1)^\dagger(W-1)=2-W-W^\dagger.$$

The real part of the trace is $2(n-\operatorname{Re}\operatorname{tr}W)$. Dividing by $2(st)^2$ and using the first limit gives

$$\frac{n-\operatorname{Re}\operatorname{tr}W}{(st)^2}\to\frac12\operatorname{Re}\operatorname{tr}(C^\dagger C).$$

For a group of energy bands of non-interacting electrons, $C$ corresponds to the commutator part of the non-Abelian Berry curvature, which the constant-component model isolates.

## Links and their exact loop identity

In the code `n` is a finite index type, so the dimension is `Fintype.card n`.

In Lean 4 with Mathlib:

```lean
import Mathlib

open Filter Topology
open scoped Matrix
open NormedSpace (exp)

namespace SmallLoopHolonomy

variable {n : Type*} [Fintype n] [DecidableEq n]
```

The definition fixes the order of the links and the sign convention: no factor of $i$ is placed in the exponent.

```lean
/-- The holonomy of a rectangular loop with sides `s` and `t`, for constant connection
components `X` and `Y` along the two directions. -/
noncomputable def loopHolonomy (X Y : Matrix n n ℂ) (s t : ℝ) : Matrix n n ℂ :=
  exp (s • X) * exp (t • Y) * exp (-(s • X)) * exp (-(t • Y))
```

A link followed by its reverse gives the identity, because $A$ and $-A$ commute and their exponentials combine.

```lean
/-- Transport along a link followed by transport back is the identity. -/
theorem exp_mul_exp_neg (A : Matrix n n ℂ) : exp A * exp (-A) = 1 := by
  rw [← Matrix.exp_add_of_commute _ _ (Commute.refl A).neg_right, add_neg_cancel,
    NormedSpace.exp_zero]
```

The algebraic step holds in any ring. `E'` and `F'` stand for the return links, and the hypotheses say that they are right inverses. The proof replaces $1$ by $FE\,E'F'$ and expands.

```lean
/-- The deviation of a loop of links `E`, `F` from the identity is the commutator of the
deviations of the two links, transported by the two return links. -/
theorem loop_sub_one {R : Type*} [Ring R] (E F E' F' : R) (hE : E * E' = 1)
    (hF : F * F' = 1) :
    E * F * E' * F' - 1 = ((E - 1) * (F - 1) - (F - 1) * (E - 1)) * (E' * F') := by
  have h1 : F * E * (E' * F') = 1 := by
    rw [mul_assoc, ← mul_assoc E, hE, one_mul, hF]
  calc E * F * E' * F' - 1 = E * F * E' * F' - F * E * (E' * F') := by rw [h1]
    _ = _ := by noncomm_ring
```

## Limits of short links and small loops

The filter `𝓝[≠] 0` describes approach to zero through nonzero values. The local choice of norm gives access to the derivative of the exponential; the limit itself is in the usual matrix topology.

```lean
/-- The deviation of a short link from the identity, divided by its length, tends to the
connection component along it. -/
theorem link_slope (X : Matrix n n ℂ) :
    Tendsto (fun t : ℝ => t⁻¹ • (exp (t • X) - 1)) (𝓝[≠] 0) (𝓝 X) := by
  -- any algebra norm on matrices gives the derivative of the exponential
  let : NormedRing (Matrix n n ℂ) := Matrix.linftyOpNormedRing
  let : NormedAlgebra ℝ (Matrix n n ℂ) := Matrix.linftyOpNormedAlgebra
  have h : HasDerivAt (fun u : ℝ => exp (u • X)) (exp ((0 : ℝ) • X) * X) 0 :=
    hasDerivAt_exp_smul_const X (0 : ℝ)
  have h2 := h.tendsto_slope_zero
  simp only [zero_add, zero_smul, NormedSpace.exp_zero, one_mul] at h2
  exact h2
```

For the return link, the slope for $-X$ is multiplied by $t$ and $1$ is added back.

```lean
/-- The return link tends to the identity as its length tends to zero. -/
theorem return_link_tendsto (X : Matrix n n ℂ) :
    Tendsto (fun t : ℝ => exp (-(t • X))) (𝓝[≠] 0) (𝓝 1) := by
  have h0 : Tendsto (fun t : ℝ => t) (𝓝[≠] 0) (𝓝 0) :=
    tendsto_id.mono_left nhdsWithin_le_nhds
  have h := (h0.smul (link_slope (-X))).add_const 1
  rw [zero_smul, zero_add] at h
  refine h.congr' ?_
  filter_upwards [self_mem_nhdsWithin] with t ht
  have ht' : t ≠ 0 := ht
  show t • t⁻¹ • (exp (t • -X) - 1) + 1 = exp (-(t • X))
  rw [smul_inv_smul₀ ht', sub_add_cancel, smul_neg]
```

The product filter lets $s$ and $t$ shrink with no relation between their rates. The proof combines the four link limits, then uses `loop_sub_one` to identify the resulting expression with the holonomy quotient.

```lean
/-- Small-loop holonomy: as both sides of the rectangle shrink independently to zero, the
deviation of the holonomy from the identity per unit area tends to `XY - YX`. -/
theorem holonomy_per_area (X Y : Matrix n n ℂ) :
    Tendsto (fun p : ℝ × ℝ => (p.1 * p.2)⁻¹ • (loopHolonomy X Y p.1 p.2 - 1))
      (𝓝[≠] 0 ×ˢ 𝓝[≠] 0) (𝓝 (X * Y - Y * X)) := by
  have p1 : Tendsto (Prod.fst : ℝ × ℝ → ℝ) (𝓝[≠] 0 ×ˢ 𝓝[≠] 0) (𝓝[≠] 0) := tendsto_fst
  have p2 : Tendsto (Prod.snd : ℝ × ℝ → ℝ) (𝓝[≠] 0 ×ˢ 𝓝[≠] 0) (𝓝[≠] 0) := tendsto_snd
  have a := (link_slope X).comp p1
  have b := (link_slope Y).comp p2
  have c := (return_link_tendsto X).comp p1
  have d := (return_link_tendsto Y).comp p2
  have h := ((a.mul b).sub (b.mul a)).mul (c.mul d)
  simp only [mul_one] at h
  refine h.congr fun p => ?_
  -- distribute the inverse area over the two links
  show ((p.1⁻¹ • (exp (p.1 • X) - 1)) * (p.2⁻¹ • (exp (p.2 • Y) - 1))
      - (p.2⁻¹ • (exp (p.2 • Y) - 1)) * (p.1⁻¹ • (exp (p.1 • X) - 1)))
      * (exp (-(p.1 • X)) * exp (-(p.2 • Y)))
    = (p.1 * p.2)⁻¹ • (loopHolonomy X Y p.1 p.2 - 1)
  rw [loopHolonomy, loop_sub_one _ _ _ _ (exp_mul_exp_neg _) (exp_mul_exp_neg _),
    smul_mul_smul_comm, smul_mul_smul_comm, mul_comm p.2⁻¹ p.1⁻¹, ← smul_sub,
    smul_mul_assoc, ← mul_inv]
```

Composing with $t\mapsto(t,t)$ gives the square loop.

```lean
/-- For a square loop of side `t`, the deviation of the holonomy from the identity divided
by `t ^ 2` tends to `XY - YX`. -/
theorem square_holonomy_per_area (X Y : Matrix n n ℂ) :
    Tendsto (fun t : ℝ => (t ^ 2)⁻¹ • (loopHolonomy X Y t t - 1))
      (𝓝[≠] 0) (𝓝 (X * Y - Y * X)) := by
  have hd : Tendsto (fun t : ℝ => (t, t)) (𝓝[≠] 0) (𝓝[≠] 0 ×ˢ 𝓝[≠] 0) :=
    tendsto_id.prodMk tendsto_id
  refine ((holonomy_per_area X Y).comp hd).congr fun t => ?_
  show (t * t)⁻¹ • (loopHolonomy X Y t t - 1) = (t ^ 2)⁻¹ • (loopHolonomy X Y t t - 1)
  rw [pow_two]
```

In the next theorem, `∀ᶠ` means "for all sufficiently small nonzero $t$". The forward direction uses uniqueness of limits; the reverse cancels commuting links.

```lean
/-- All sufficiently small square loops have trivial holonomy exactly when the two
connection components commute. -/
theorem small_loops_trivial_iff (X Y : Matrix n n ℂ) :
    (∀ᶠ t in 𝓝[≠] (0 : ℝ), loopHolonomy X Y t t = 1) ↔ X * Y = Y * X := by
  constructor
  · intro h0
    have z : Tendsto (fun t : ℝ => (t ^ 2)⁻¹ • (loopHolonomy X Y t t - 1))
        (𝓝[≠] 0) (𝓝 0) := by
      refine tendsto_const_nhds.congr' ?_
      filter_upwards [h0] with t ht
      rw [ht, sub_self, smul_zero]
    exact sub_eq_zero.mp (tendsto_nhds_unique (square_holonomy_per_area X Y) z)
  · intro h
    refine Eventually.of_forall fun t => ?_
    have hXY : Commute X Y := h
    have hc : Commute (t • X) (t • Y) := (hXY.smul_left t).smul_right t
    -- commuting generators give commuting links
    have hEF : exp (t • X) * exp (t • Y) = exp (t • Y) * exp (t • X) := by
      rw [← Matrix.exp_add_of_commute _ _ hc, ← Matrix.exp_add_of_commute _ _ hc.symm,
        add_comm]
    rw [loopHolonomy, hEF, mul_assoc (exp (t • Y)), exp_mul_exp_neg, mul_one,
      exp_mul_exp_neg]
```

## Unitary transport and the plaquette action

The hypotheses `hX` and `hY` express anti-Hermiticity. The adjoint of the holonomy is identified with the loop run backwards, after which adjacent links cancel.

```lean
/-- For anti-Hermitian connection components the loop holonomy is unitary. -/
theorem holonomy_unitary (X Y : Matrix n n ℂ) (hX : Xᴴ = -X) (hY : Yᴴ = -Y) (s t : ℝ) :
    (loopHolonomy X Y s t)ᴴ * loopHolonomy X Y s t = 1 := by
  -- the adjoint is the holonomy of the loop run backwards
  have hadj : (loopHolonomy X Y s t)ᴴ = loopHolonomy Y X t s := by
    simp only [loopHolonomy, Matrix.conjTranspose_mul, ← Matrix.exp_conjTranspose,
      Matrix.conjTranspose_neg, Matrix.conjTranspose_smul, star_trivial, hX, hY,
      smul_neg, neg_neg, mul_assoc]
  have k1 : ∀ A Z : Matrix n n ℂ, exp (-A) * (exp A * Z) = Z := fun A Z => by
    rw [← mul_assoc, mul_eq_one_comm.mp (exp_mul_exp_neg A), one_mul]
  have k2 : ∀ A Z : Matrix n n ℂ, exp A * (exp (-A) * Z) = Z := fun A Z => by
    rw [← mul_assoc, exp_mul_exp_neg, one_mul]
  rw [hadj]
  simp only [loopHolonomy, mul_assoc, k1, k2, exp_mul_exp_neg]
```

The trace limit follows by applying the continuous map $M\mapsto\operatorname{Re}\operatorname{tr}(M^\dagger M)/2$ to the rectangular limit. The step `key` is the trace identity for unitary $W$ derived above. The commutator $C$ is called `F` in the docstring. The theorem takes its name from lattice gauge theory, where the Wilson action of a plaquette (an elementary square of the lattice) is proportional to the trace deficit $n-\operatorname{Re}\operatorname{tr}W$.

```lean
/-- For anti-Hermitian `X` and `Y`, the trace deficit `n - Re tr W` of the holonomy `W`, divided by
the squared area, tends to `Re tr (Fᴴ F) / 2` with `F = XY - YX`. -/
theorem plaquette_action_limit (X Y : Matrix n n ℂ) (hX : Xᴴ = -X) (hY : Yᴴ = -Y) :
    Tendsto (fun p : ℝ × ℝ =>
        ((Fintype.card n : ℝ) - (loopHolonomy X Y p.1 p.2).trace.re) / (p.1 * p.2) ^ 2)
      (𝓝[≠] 0 ×ˢ 𝓝[≠] 0)
      (𝓝 (((X * Y - Y * X)ᴴ * (X * Y - Y * X)).trace.re / 2)) := by
  have hc : Continuous (fun M : Matrix n n ℂ => (Mᴴ * M).trace.re / 2) :=
    (Complex.continuous_re.comp
      ((continuous_id.matrix_conjTranspose.matrix_mul continuous_id).matrix_trace)).div_const 2
  -- for unitary W the trace deficit is half the squared distance to the identity
  have key : ∀ W : Matrix n n ℂ, Wᴴ * W = 1 →
      ((W - 1)ᴴ * (W - 1)).trace.re = 2 * ((Fintype.card n : ℝ) - W.trace.re) := by
    intro W hW
    have e : (W - 1)ᴴ * (W - 1) = 1 + 1 - W - Wᴴ := by
      rw [Matrix.conjTranspose_sub, Matrix.conjTranspose_one]
      linear_combination (norm := noncomm_ring) hW
    rw [e, Matrix.trace_sub, Matrix.trace_sub, Matrix.trace_add, Matrix.trace_one,
      Matrix.trace_conjTranspose]
    simp only [Complex.sub_re, Complex.add_re, Complex.natCast_re, Complex.star_def,
      Complex.conj_re]
    ring
  refine ((hc.tendsto _).comp (holonomy_per_area X Y)).congr fun p => ?_
  show (((p.1 * p.2)⁻¹ • (loopHolonomy X Y p.1 p.2 - 1))ᴴ
      * ((p.1 * p.2)⁻¹ • (loopHolonomy X Y p.1 p.2 - 1))).trace.re / 2 = _
  rw [Matrix.conjTranspose_smul, star_trivial, smul_mul_smul_comm, Matrix.trace_smul,
    Complex.smul_re, smul_eq_mul, key _ (holonomy_unitary X Y hX hY p.1 p.2)]
  ring
```

In terms of Pauli matrices, the following example takes $X=i\sigma_x$ and $Y=i\sigma_y$, with $C=-2i\sigma_z$. It shows that anti-Hermitian components can have a nonzero commutator; the proof checks the matrices entry by entry.

```lean
/-- Two explicit anti-Hermitian two-by-two connection components, with their nonzero
commutator. -/
theorem plaquette_action_limit_witness :
    (!![0, Complex.I; Complex.I, 0] : Matrix (Fin 2) (Fin 2) ℂ)ᴴ
        = -!![0, Complex.I; Complex.I, 0] ∧
    (!![0, 1; -1, 0] : Matrix (Fin 2) (Fin 2) ℂ)ᴴ = -!![0, 1; -1, 0] ∧
    (!![0, Complex.I; Complex.I, 0] * !![0, 1; -1, 0]
        - !![0, 1; -1, 0] * !![0, Complex.I; Complex.I, 0] : Matrix (Fin 2) (Fin 2) ℂ)
      = !![-2 * Complex.I, 0; 0, 2 * Complex.I] := by
  refine ⟨?_, ?_, ?_⟩ <;> ext i j <;> fin_cases i <;> fin_cases j <;>
    simp [Matrix.conjTranspose_apply] <;> ring

end SmallLoopHolonomy
```

```lean
#print axioms SmallLoopHolonomy.holonomy_per_area
-- 'SmallLoopHolonomy.holonomy_per_area' depends on axioms: [propext, Classical.choice, Quot.sound]
#print axioms SmallLoopHolonomy.small_loops_trivial_iff
-- 'SmallLoopHolonomy.small_loops_trivial_iff' depends on axioms: [propext, Classical.choice, Quot.sound]
#print axioms SmallLoopHolonomy.plaquette_action_limit
-- 'SmallLoopHolonomy.plaquette_action_limit' depends on axioms: [propext, Classical.choice, Quot.sound]
```
